# For biorthogonal projectors, the PAW transformation and $P^H\Phi$ share all eigenvalues other than 1

Projectors, all-electron partial waves and pseudo partial waves are represented here as the columns of three complex matrices $P$, $\Phi$ and $\Phi_t$, all in one finite orthonormal basis. With $n$ basis functions and $m$ projectors, each matrix is $n\times m$, and $P^Hx$ lists the projections of a pseudo wave function $x$. Radial grids and augmentation spheres do not appear.

The PAW transformation is $T = 1+(\Phi-\Phi_t)P^H$. Assume $P^H\Phi_t=1$: each projector gives 1 on its own pseudo partial wave and 0 on the others, so $T$ turns each pseudo partial wave into its all-electron partner. Then, for $z\neq1$,

$$z \text{ is an eigenvalue of } T \iff z \text{ is an eigenvalue of } M=P^H\Phi,$$

and the two eigenspaces have equal dimension. If $m<n$, the eigenvalues of $T$ are exactly 1 and those of $M$.

## Singular transformations and the overlap matrix

Two transformed wave functions $Tx$ and $Ty$ have the inner product $x^HT^HTy$, so $T^HT$ is the overlap matrix of this model. It is positive definite exactly when $T$ is invertible. Taking $z=0$ shows that, in this finite-basis model with exact biorthogonality, $T$ is singular exactly when the $m\times m$ matrix $M$ is, so this can be tested without forming an $n\times n$ matrix. The test concerns $T^HT$ itself. PAW codes normally use the one-centre expression $1+P(\Phi^H\Phi-\Phi_t^H\Phi_t)P^H$ for the overlap, which can differ from $T^HT$ for a finite set of partial waves: with $P=\Phi_t=(1,0)^T$ and $\Phi=(0,1)^T$, $M=0$ and $T$ is singular, but this expression is the identity.

## Projecting and lifting eigenvectors

Write $\Delta=\Phi-\Phi_t$. Biorthogonality gives

$$P^HT=P^H+P^H\Phi P^H-P^H\Phi_tP^H=MP^H.$$

Fix $z\neq1$ and suppose $Tx=zx$ with $x\neq0$. Then $M(P^Hx)=P^HTx=z\,P^Hx$. Since $Tx=x+\Delta P^Hx$, also

$$(z-1)x=\Delta P^Hx.$$

If $P^Hx$ were zero, $z\neq1$ would force $x=0$. So $P^Hx$ is an eigenvector of $M$.

Conversely, let $Mc=zc$ with $c\neq0$, and set $x=\Delta c$. Then

$$P^Hx=Mc-c=(z-1)c,\qquad Tx=\Delta c+(z-1)\Delta c=zx.$$

If $x$ were zero, the first equation would give $c=0$. So $x$ is an eigenvector of $T$.

The linear maps $x\mapsto P^Hx$ and $c\mapsto\Delta c$ thus send each eigenspace into the other, and the same arguments show that both are injective. Each dimension is at most the other, so they are equal.

For $m<n$, the map $P^H$ from $\mathbb C^n$ to $\mathbb C^m$ has a nonzero kernel vector $x$, and $Tx=x$. This eigenvalue 1 need not occur in $M$: with $P=\Phi_t=(1,0)^T$ and $\Phi=(2,1)^T$, $M$ is the number 2, while $T$ has eigenvalues 2 and 1.

## The Lean file

```lean
import Mathlib

open Matrix

namespace PAWSpectrum

variable {n m : Type*} [Fintype n] [DecidableEq n] [Fintype m] [DecidableEq m]

/-- The PAW transformation `T = 1 + (Φ - Φt) Pᴴ`, built from projectors `P`, all-electron
partial waves `Φ` and pseudo partial waves `Φt`, stored as columns. -/
noncomputable def pawTransform (P Φ Φt : Matrix n m ℂ) : Matrix n n ℂ :=
  1 + (Φ - Φt) * Pᴴ

/-- The number `z` is an eigenvalue of `A`: some nonzero vector satisfies `A x = z x`. -/
def IsEigenvalue {k : Type*} [Fintype k] (A : Matrix k k ℂ) (z : ℂ) : Prop :=
  ∃ x : k → ℂ, x ≠ 0 ∧ A *ᵥ x = z • x

omit [DecidableEq m] in
/-- The transformation adds to a pseudo wave function the partial-wave differences, weighted
by its projections. -/
theorem pawTransform_mulVec (P Φ Φt : Matrix n m ℂ) (x : n → ℂ) :
    pawTransform P Φ Φt *ᵥ x = x + (Φ - Φt) *ᵥ (Pᴴ *ᵥ x) := by
  rw [pawTransform, Matrix.add_mulVec, Matrix.one_mulVec, Matrix.mulVec_mulVec]

/-- For biorthogonal projectors and pseudo partial waves, projecting after the transformation
is the same as projecting first and then applying the small matrix `Pᴴ Φ`. -/
theorem projector_intertwines {P Φ Φt : Matrix n m ℂ} (h : Pᴴ * Φt = 1) :
    Pᴴ * pawTransform P Φ Φt = Pᴴ * Φ * Pᴴ := by
  rw [pawTransform, Matrix.mul_add, Matrix.mul_one, ← Matrix.mul_assoc, Matrix.mul_sub, h,
    Matrix.sub_mul, Matrix.one_mul]
  abel

/-- The projections of a solution of `T x = z x` solve the small eigenvalue equation of
`Pᴴ Φ` with the same `z`. -/
theorem project_eigenvector {P Φ Φt : Matrix n m ℂ} (h : Pᴴ * Φt = 1) {z : ℂ} {x : n → ℂ}
    (hx : pawTransform P Φ Φt *ᵥ x = z • x) :
    (Pᴴ * Φ) *ᵥ (Pᴴ *ᵥ x) = z • (Pᴴ *ᵥ x) := by
  rw [Matrix.mulVec_mulVec, ← projector_intertwines h, ← Matrix.mulVec_mulVec, hx,
    Matrix.mulVec_smul]

omit [DecidableEq m] in
/-- If `T x = z x`, then `(z - 1) x` equals `Φ - Φt` applied to the projections `Pᴴ x`. -/
theorem reconstruct_eigenvector {P Φ Φt : Matrix n m ℂ} {z : ℂ} {x : n → ℂ}
    (hx : pawTransform P Φ Φt *ᵥ x = z • x) :
    (z - 1) • x = (Φ - Φt) *ᵥ (Pᴴ *ᵥ x) := by
  have key := pawTransform_mulVec P Φ Φt x
  rw [hx] at key
  rw [sub_smul, one_smul, key, add_sub_cancel_left]

/-- If `Pᴴ Φ c = z c`, then `x = (Φ - Φt) c` satisfies `T x = z x`, and its projections are
`(z - 1) c`. -/
theorem lift_eigenvector {P Φ Φt : Matrix n m ℂ} (h : Pᴴ * Φt = 1) {z : ℂ} {c : m → ℂ}
    (hc : (Pᴴ * Φ) *ᵥ c = z • c) :
    pawTransform P Φ Φt *ᵥ ((Φ - Φt) *ᵥ c) = z • ((Φ - Φt) *ᵥ c) ∧
      Pᴴ *ᵥ ((Φ - Φt) *ᵥ c) = (z - 1) • c := by
  have hp : Pᴴ *ᵥ ((Φ - Φt) *ᵥ c) = (z - 1) • c := by
    rw [Matrix.mulVec_mulVec, Matrix.mul_sub, h, Matrix.sub_mulVec, hc, Matrix.one_mulVec,
      sub_smul, one_smul]
  refine ⟨?_, hp⟩
  rw [pawTransform_mulVec, hp, Matrix.mulVec_smul]
  module

/-- A number `z ≠ 1` is an eigenvalue of the PAW transformation if and only if it is an
eigenvalue of the small matrix `Pᴴ Φ` of projected all-electron partial waves. -/
theorem isEigenvalue_pawTransform_iff {P Φ Φt : Matrix n m ℂ} (h : Pᴴ * Φt = 1) {z : ℂ}
    (hz : z ≠ 1) :
    IsEigenvalue (pawTransform P Φ Φt) z ↔ IsEigenvalue (Pᴴ * Φ) z := by
  constructor
  · rintro ⟨x, hx0, hx⟩
    refine ⟨Pᴴ *ᵥ x, fun h0 => hx0 ?_, project_eigenvector h hx⟩
    -- vanishing projections would force `(z - 1) x = 0`
    have hr := reconstruct_eigenvector hx
    rw [h0, Matrix.mulVec_zero] at hr
    exact (smul_eq_zero.mp hr).resolve_left (sub_ne_zero.mpr hz)
  · rintro ⟨c, hc0, hc⟩
    refine ⟨(Φ - Φt) *ᵥ c, fun h0 => hc0 ?_, (lift_eigenvector h hc).1⟩
    -- a vanishing lift would force `(z - 1) c = 0`
    have hr := (lift_eigenvector h hc).2
    rw [h0, Matrix.mulVec_zero] at hr
    exact (smul_eq_zero.mp hr.symm).resolve_left (sub_ne_zero.mpr hz)

/-- For `z ≠ 1` the eigenspaces of the PAW transformation and of `Pᴴ Φ` have the same
dimension. -/
theorem finrank_eigenspace_eq {P Φ Φt : Matrix n m ℂ} (h : Pᴴ * Φt = 1) {z : ℂ}
    (hz : z ≠ 1) :
    Module.finrank ℂ (Module.End.eigenspace (pawTransform P Φ Φt).mulVecLin z) =
      Module.finrank ℂ (Module.End.eigenspace (Pᴴ * Φ).mulVecLin z) := by
  apply le_antisymm
  · -- projection is injective on the large eigenspace
    have hmap : ∀ x ∈ Module.End.eigenspace (pawTransform P Φ Φt).mulVecLin z,
        (Pᴴ).mulVecLin x ∈ Module.End.eigenspace (Pᴴ * Φ).mulVecLin z := by
      intro x hx
      rw [Module.End.mem_eigenspace_iff, Matrix.mulVecLin_apply] at hx ⊢
      exact project_eigenvector h hx
    refine LinearMap.finrank_le_finrank_of_injective
      (f := (Pᴴ).mulVecLin.restrict hmap) ((injective_iff_map_eq_zero _).mpr ?_)
    intro x hx
    have h0 : Pᴴ *ᵥ (x : n → ℂ) = 0 := congrArg Subtype.val hx
    have hr := reconstruct_eigenvector (Module.End.mem_eigenspace_iff.mp x.2)
    rw [h0, Matrix.mulVec_zero] at hr
    exact Subtype.ext ((smul_eq_zero.mp hr).resolve_left (sub_ne_zero.mpr hz))
  · -- the lift is injective on the small eigenspace
    have hmap : ∀ c ∈ Module.End.eigenspace (Pᴴ * Φ).mulVecLin z,
        (Φ - Φt).mulVecLin c ∈
          Module.End.eigenspace (pawTransform P Φ Φt).mulVecLin z := by
      intro c hc
      rw [Module.End.mem_eigenspace_iff, Matrix.mulVecLin_apply] at hc ⊢
      exact (lift_eigenvector h hc).1
    refine LinearMap.finrank_le_finrank_of_injective
      (f := (Φ - Φt).mulVecLin.restrict hmap) ((injective_iff_map_eq_zero _).mpr ?_)
    intro c hc
    have h0 : (Φ - Φt) *ᵥ (c : m → ℂ) = 0 := congrArg Subtype.val hc
    have hr := (lift_eigenvector h (Module.End.mem_eigenspace_iff.mp c.2)).2
    rw [h0, Matrix.mulVec_zero] at hr
    exact Subtype.ext ((smul_eq_zero.mp hr.symm).resolve_left (sub_ne_zero.mpr hz))

omit [DecidableEq m] in
/-- With fewer projectors than basis functions, `1` is an eigenvalue of the PAW
transformation. -/
theorem isEigenvalue_one (P Φ Φt : Matrix n m ℂ) (hcard : Fintype.card m < Fintype.card n) :
    IsEigenvalue (pawTransform P Φ Φt) 1 := by
  -- some nonzero vector is orthogonal to all projectors
  have hker : ∃ x : n → ℂ, x ≠ 0 ∧ Pᴴ *ᵥ x = 0 := by
    by_contra hno
    have hinj : Function.Injective (Pᴴ).mulVecLin :=
      (injective_iff_map_eq_zero _).mpr fun x hx =>
        by_contra fun hx0 => hno ⟨x, hx0, hx⟩
    have hle := LinearMap.finrank_le_finrank_of_injective hinj
    simp only [Module.finrank_fintype_fun_eq_card] at hle
    omega
  obtain ⟨x, hx0, hx⟩ := hker
  refine ⟨x, hx0, ?_⟩
  rw [pawTransform_mulVec, hx, Matrix.mulVec_zero, add_zero, one_smul]

/-- With fewer projectors than basis functions, the eigenvalues of the PAW transformation are
exactly `1` and the eigenvalues of `Pᴴ Φ`. -/
theorem isEigenvalue_iff_one_or {P Φ Φt : Matrix n m ℂ} (h : Pᴴ * Φt = 1)
    (hcard : Fintype.card m < Fintype.card n) (z : ℂ) :
    IsEigenvalue (pawTransform P Φ Φt) z ↔ z = 1 ∨ IsEigenvalue (Pᴴ * Φ) z := by
  by_cases hz : z = 1
  · subst hz
    exact ⟨fun _ => Or.inl rfl, fun _ => isEigenvalue_one P Φ Φt hcard⟩
  · rw [isEigenvalue_pawTransform_iff h hz]
    exact ⟨Or.inr, fun hor => hor.resolve_left hz⟩

/-- A single projector `(1, 0)` in a two-function basis, also used as pseudo partial wave. -/
def exP : Matrix (Fin 2) (Fin 1) ℂ := !![1; 0]

/-- The all-electron partial wave `(2, 1)` in the same basis. -/
def exΦ : Matrix (Fin 2) (Fin 1) ℂ := !![2; 1]

/-- The example is biorthogonal, `2` and `1` are eigenvalues of its PAW transformation, and
`1` is not an eigenvalue of its small matrix `Pᴴ Φ`. -/
theorem pawTransform_witness :
    exPᴴ * exP = 1 ∧ IsEigenvalue (pawTransform exP exΦ exP) 2 ∧
      IsEigenvalue (pawTransform exP exΦ exP) 1 ∧ ¬ IsEigenvalue (exPᴴ * exΦ) 1 := by
  have hb : exPᴴ * exP = 1 := by
    ext i j
    fin_cases i
    fin_cases j
    simp [exP, Matrix.mul_apply, Fin.sum_univ_succ]
  -- the small matrix is multiplication by two
  have hS : ∀ c : Fin 1 → ℂ, (exPᴴ * exΦ) *ᵥ c = (2 : ℂ) • c := by
    intro c
    ext i
    fin_cases i
    simp [exP, exΦ, Matrix.mulVec, dotProduct, Matrix.mul_apply, Fin.sum_univ_succ]
  refine ⟨hb, ?_, isEigenvalue_one _ _ _ (by simp), ?_⟩
  · exact (isEigenvalue_pawTransform_iff hb (by norm_num)).mpr
      ⟨fun _ => 1, fun h => one_ne_zero (congrFun h 0), hS _⟩
  · rintro ⟨c, hc0, hc⟩
    rw [hS] at hc
    apply hc0
    calc c = (2 : ℂ) • c - (1 : ℂ) • c := by module
      _ = 0 := by rw [hc, sub_self]

end PAWSpectrum
```

```lean
#print axioms PAWSpectrum.isEigenvalue_pawTransform_iff
#print axioms PAWSpectrum.finrank_eigenspace_eq
#print axioms PAWSpectrum.isEigenvalue_iff_one_or
```

```
'PAWSpectrum.isEigenvalue_pawTransform_iff' depends on axioms: [propext, Classical.choice, Quot.sound]
'PAWSpectrum.finrank_eigenspace_eq' depends on axioms: [propext, Classical.choice, Quot.sound]
'PAWSpectrum.isEigenvalue_iff_one_or' depends on axioms: [propext, Classical.choice, Quot.sound]
```

## How the code follows the algebra

The index types `n` and `m` label basis functions and projectors; their sizes are `Fintype.card n` and `Fintype.card m`. `Pᴴ` is the conjugate transpose, `*ᵥ` applies a matrix to a vector, and the hypothesis `h : Pᴴ * Φt = 1` is biorthogonality. Every general theorem about `Pᴴ * Φ` assumes it, even where the docstring does not repeat it. `IsEigenvalue` asks for a nonzero vector with $Ax=zx$.

`pawTransform_mulVec` expands $Tx$, and `projector_intertwines` proves $P^HT=MP^H$. From these, `project_eigenvector` and `reconstruct_eigenvector` obtain the two equations for $P^Hx$, while `lift_eigenvector` proves both equations for $\Delta c$. The main theorem, `isEigenvalue_pawTransform_iff`, combines them, using `smul_eq_zero` to cancel the nonzero factor $z-1$.

`finrank_eigenspace_eq` restricts the two maps to the eigenspaces and joins the two inequalities with `le_antisymm`. `isEigenvalue_one` finds the kernel vector by contradiction: an injective $P^H$ would give $n\le m$. `isEigenvalue_iff_one_or` splits on whether $z=1$, and `pawTransform_witness` checks the two-function example.

## Exact eigenvalues, not conditioning

The theorems hold for every finite basis and any matrices satisfying the stated hypotheses, including the case of no projectors, where $T=1$ and $M$ has no eigenvalues. The dimensions compared are those of eigenspaces, not multiplicities of roots of the characteristic polynomial.

Biorthogonality is assumed exactly; there is no error bound for projectors that satisfy it only to rounding or grid accuracy. Nor do the eigenvalues of $M$ settle the conditioning of $T$, which is in general not a normal matrix: it can be ill-conditioned with no eigenvalue near zero. They are also not orbital energies, since no Hamiltonian enters.
